# Convergence of the multislice scheme for finitely many beams and a depth-independent potential

Take two beams and the matrices

$$A=\begin{pmatrix}0&1\\0&0\end{pmatrix},\qquad B=\begin{pmatrix}0&0\\1&0\end{pmatrix}.$$

They do not commute, and $A^2=B^2=0$, so their exponential series stop after the linear term. With $N$ slices, one slice is

$$e^{A/N}e^{B/N}=\Big(1+\frac AN\Big)\Big(1+\frac BN\Big)=1+\frac{A+B}{N}+\frac{AB}{N^2}.$$

The slice agrees with $e^{(A+B)/N}$ to first order in $1/N$. The mismatch is of order $1/N^2$, and $N$ slices accumulate a total error of order $1/N$. For $N=1$ and $N=2$ the products are

$$\begin{pmatrix}2&1\\1&1\end{pmatrix},\qquad \begin{pmatrix}5/4&1/2\\1/2&1\end{pmatrix}^2=\begin{pmatrix}1.8125&1.125\\1.125&1.25\end{pmatrix}.$$

The upper left entry is $2$, then $1.8125$, then $1.6853$ for $N=4$. The limit is $e^{A+B}$, whose diagonal entries are $\cosh 1\approx1.5431$ and whose off-diagonal entries are $\sinh 1\approx1.1752$. These matrices were chosen for easy arithmetic; they do not conserve intensity.

## The wave equation and its slices

Let $\varphi$ be the wave of a fast electron with the rapid factor $e^{2\pi iz/\lambda}$ removed. In the forward-scattering approximation, with spin neglected, it obeys an equation of first order in the depth $z$:

$$\frac{\partial\varphi}{\partial z}=\frac{i\lambda}{4\pi}\nabla_\perp^2\varphi+i\sigma V\varphi .$$

Here $\lambda$ is the wavelength, $\sigma$ the interaction constant, $V$ the electrostatic potential and $\nabla_\perp^2$ the transverse Laplacian. Relativity enters through the values of $\lambda$ and $\sigma$. On a finite set of beams or pixels, with $V$ independent of $z$, the two terms become constant matrices $A$ (propagation) and $B$ (potential), and $\varphi'(z)=(A+B)\varphi(z)$. The projected potential of a slice of thickness $h$ is $hV$, so its phase factor is $e^{hB}$.

The claim is that for all complex square matrices $A$ and $B$ of the same finite size

$$\big(e^{A/N}e^{B/N}\big)^N\to e^{A+B},\qquad \big(e^{zA/N}e^{zB/N}\big)^N\varphi(0)\to\varphi(z)\qquad(N\to\infty).$$

With these slices on a fixed grid, and in exact arithmetic, the error of the splitting therefore vanishes as the slices are thinned. A discrepancy that survives has another source.

## From one slice to N slices

**Accumulated error.** Let $\|X\|,\|Y\|\le M$ with $M\ge1$. Then

$$\|X^N-Y^N\|\le N M^N\|X-Y\|.$$

For $N=0$ both sides vanish. If the bound holds for $k$, write $X^{k+1}-Y^{k+1}=X(X^k-Y^k)+(X-Y)Y^k$. The norm is at most $M\cdot kM^k\|X-Y\|+M^k\|X-Y\|$, and $M^k\le M^{k+1}$ gives the bound for $k+1$.

**Any consistent slice rule.** Let $F(h)$ be a slice rule with $F(0)=1$ and $F'(0)=G$. The difference quotient at $h=1/N$ gives $N(F(1/N)-1)\to G$. The exact rule $E(h)=e^{hG}$ has the same value and derivative at zero, so subtraction gives $N(F(1/N)-E(1/N))\to0$.

Put $C=\|G\|+1$. For large $N$ we have $\|N(F(1/N)-1)\|<C$, hence $\|F(1/N)\|\le1+C/N\le e^{C/N}$, and likewise for $E$. Taking $M=e^{C/N}$, so that $M^N=e^C$, and using $E(1/N)^N=e^G$,

$$\|F(1/N)^N-e^G\|\le e^C\,N\|F(1/N)-E(1/N)\|\to0.$$

**The two splittings.** The derivative of $e^{hA}e^{hB}$ at $h=0$ is $A+B$. That of $e^{hB/2}e^{hA}e^{hB/2}$ is $B/2+A+B/2$, the same matrix. Both schemes converge to $e^{A+B}$.

**The wave.** Put $H=A+B$. If $\varphi'=H\varphi$, then

$$\frac{d}{dz}\big(e^{-zH}\varphi(z)\big)=-e^{-zH}H\varphi(z)+e^{-zH}H\varphi(z)=0,$$

so $\varphi(z)=e^{zH}\varphi(0)$. The matrix limit, applied to $zA$ and $zB$, gives the convergence of the wave.

**An aperture in every slice.** The condition $F(0)=1$ says that a slice of no thickness does nothing. Let $F(h)=P=\mathrm{diag}(1,0)$ for every $h$, an aperture that blocks the second beam. Then $F'(0)=0$, but $F(1/N)^N=P$ for all $N\ge1$, whereas $e^0=1$. Without the condition, having the derivative $G$ at zero does not secure the limit $e^G$.

## Slice rules as matrix functions

In the Lean file the type `n` is the finite set of beams or pixels, `Matrix n n ℂ` holds the operators, and a wave is a function `n → ℂ`. The norm is the largest absolute row sum.

```lean
import Mathlib

open Filter Topology Matrix
open NormedSpace (exp)
open scoped Matrix.Norms.Operator

namespace MultisliceConvergence

noncomputable section

variable {n : Type*} [Fintype n] [DecidableEq n]
```

The thickness `h` is real, and `h • A` is the scaled matrix $hA$. Since matrices act on column vectors from the left, the potential phase acts first and the propagation second.

```lean
/-- One slice of thickness `h`: the phase generated by the potential term `B`, followed by
free propagation generated by `A`. -/
def slice (A B : Matrix n n ℂ) (h : ℝ) : Matrix n n ℂ :=
  exp (h • A) * exp (h • B)
```

The symmetric rule puts half of the phase on each side of the propagation.

```lean
/-- One symmetric slice of thickness `h`: half of the potential phase, free propagation,
and the other half of the potential phase. -/
def symmetricSlice (A B : Matrix n n ℂ) (h : ℝ) : Matrix n n ℂ :=
  exp (h • ((1 / 2 : ℝ) • B)) * exp (h • A) * exp (h • ((1 / 2 : ℝ) • B))
```

## The error bound and the general limit

The accumulated-error estimate holds in any normed ring whose unit has norm one. The identity `split` is the decomposition used above, and the `calc` block follows the induction step line by line.

```lean
/-- If `X` and `Y` have norm at most `M`, where `M ≥ 1`, then the norm of `X ^ N - Y ^ N` is at most
`N * M ^ N` times the norm of `X - Y`. -/
theorem norm_pow_sub_pow_le {R : Type*} [NormedRing R] [NormOneClass R] {X Y : R} {M : ℝ}
    (hM : 1 ≤ M) (hX : ‖X‖ ≤ M) (hY : ‖Y‖ ≤ M) (N : ℕ) :
    ‖X ^ N - Y ^ N‖ ≤ N * M ^ N * ‖X - Y‖ := by
  have hM0 : 0 ≤ M := by linarith
  induction N with
  | zero => simp
  | succ k ih =>
    have hYk : ‖Y ^ k‖ ≤ M ^ k :=
      (norm_pow_le Y k).trans (pow_le_pow_left₀ (norm_nonneg _) hY k)
    have hMk : M ^ k ≤ M ^ (k + 1) := pow_le_pow_right₀ hM (Nat.le_succ k)
    -- replace one slice and keep the remaining `k`
    have split : X ^ (k + 1) - Y ^ (k + 1) = X * (X ^ k - Y ^ k) + (X - Y) * Y ^ k := by
      rw [pow_succ' X, pow_succ' Y, mul_sub, sub_mul]
      abel
    calc ‖X ^ (k + 1) - Y ^ (k + 1)‖
        ≤ ‖X * (X ^ k - Y ^ k)‖ + ‖(X - Y) * Y ^ k‖ := by
          rw [split]; exact norm_add_le _ _
      _ ≤ ‖X‖ * ‖X ^ k - Y ^ k‖ + ‖X - Y‖ * ‖Y ^ k‖ :=
          add_le_add (norm_mul_le _ _) (norm_mul_le _ _)
      _ ≤ M * (k * M ^ k * ‖X - Y‖) + ‖X - Y‖ * M ^ (k + 1) :=
          add_le_add (mul_le_mul hX ih (norm_nonneg _) hM0)
            (mul_le_mul_of_nonneg_left (hYk.trans hMk) (norm_nonneg _))
      _ = ((k + 1 : ℕ) : ℝ) * M ^ (k + 1) * ‖X - Y‖ := by
          push_cast; ring
```

`HasDerivAt F G 0` says that $F$ is differentiable at zero thickness with derivative $G$. The proof evaluates the difference quotient along $1/N$, which tends to zero without being zero for $N\ge1$; this is `hN`.

```lean
/-- For a slice rule `F` with `F 0 = 1` and derivative `G` at zero thickness, the change
made by a slice of thickness `1/N`, multiplied by `N`, tends to `G`. -/
theorem slice_generator {F : ℝ → Matrix n n ℂ} {G : Matrix n n ℂ} (h0 : F 0 = 1)
    (hF : HasDerivAt F G 0) :
    Tendsto (fun N : ℕ => (N : ℝ) • (F (N : ℝ)⁻¹ - 1)) atTop (𝓝 G) := by
  have hN : Tendsto (fun N : ℕ => (N : ℝ)⁻¹) atTop (𝓝[≠] 0) := by
    refine tendsto_nhdsWithin_iff.2
      ⟨tendsto_inv_atTop_zero.comp tendsto_natCast_atTop_atTop, ?_⟩
    filter_upwards [eventually_gt_atTop 0] with N hN
    have h : (N : ℝ) ≠ 0 := by exact_mod_cast hN.ne'
    exact inv_ne_zero h
  have h := (hasDerivAt_iff_tendsto_slope_zero.1 hF).comp hN
  simp only [Function.comp_def, zero_add, inv_inv, h0] at h
  exact h
```

The next theorem is the comparison with $e^{hG}$. The limits `hf` and `he` belong to $F$ and to the exact rule, and `hd` is the vanishing of their difference, already multiplied by $e^C$. The local statement `bound` gives $\|X\|\le e^{C/N}$, while `hpow` and `hM` evaluate the two $N$-th powers. An empty index set is treated first, because there the unit matrix has norm zero.

```lean
/-- Any slice rule `F` with `F 0 = 1` and derivative `G` at zero thickness converges:
`N` slices of thickness `1/N` tend to `exp G`. -/
theorem consistent_slicing_tendsto {F : ℝ → Matrix n n ℂ} {G : Matrix n n ℂ} (h0 : F 0 = 1)
    (hF : HasDerivAt F G 0) :
    Tendsto (fun N : ℕ => F (N : ℝ)⁻¹ ^ N) atTop (𝓝 (exp G)) := by
  rcases isEmpty_or_nonempty n with hn | hn
  · exact tendsto_const_nhds.congr (fun _ => Subsingleton.elim _ _)
  have : NormOneClass (Matrix n n ℂ) :=
    ⟨by rw [← Matrix.diagonal_one, Matrix.linfty_opNorm_diagonal]; simp⟩
  have hE : HasDerivAt (fun t : ℝ => exp (t • G)) G 0 :=
    (hasDerivAt_exp_smul_const G (0 : ℝ)).congr_deriv (by simp)
  have hf := slice_generator h0 hF
  have he : Tendsto (fun N : ℕ => (N : ℝ) • (exp ((N : ℝ)⁻¹ • G) - 1)) atTop (𝓝 G) :=
    slice_generator (F := fun t : ℝ => exp (t • G)) (by simp) hE
  -- `N` times the one-slice error tends to zero, also after multiplication by a constant
  have hd := (hf.sub he).norm.const_mul (Real.exp (‖G‖ + 1))
  rw [sub_self, norm_zero, mul_zero] at hd
  refine tendsto_iff_norm_sub_tendsto_zero.2
    (squeeze_zero' (Eventually.of_forall fun _ => norm_nonneg _) ?_ hd)
  filter_upwards [hf.norm.eventually_lt_const (lt_add_one ‖G‖),
    he.norm.eventually_lt_const (lt_add_one ‖G‖), eventually_gt_atTop 0] with N h1 h2 hN
  have hpos : (0 : ℝ) < N := by exact_mod_cast hN
  -- a matrix this close to `1` has norm at most `exp ((‖G‖ + 1) / N)`
  have bound : ∀ X : Matrix n n ℂ, ‖(N : ℝ) • (X - 1)‖ < ‖G‖ + 1 →
      ‖X‖ ≤ Real.exp ((‖G‖ + 1) / N) := by
    intro X hX
    rw [norm_smul, Real.norm_of_nonneg hpos.le] at hX
    have h3 : ‖X - 1‖ ≤ (‖G‖ + 1) / N := by
      rw [le_div_iff₀ hpos, mul_comm]; exact hX.le
    have h4 : ‖X‖ ≤ ‖X - 1‖ + 1 := by
      have h5 := norm_add_le (X - 1) 1
      rwa [sub_add_cancel, norm_one] at h5
    linarith [Real.add_one_le_exp ((‖G‖ + 1) / N)]
  have hpow : exp ((N : ℝ)⁻¹ • G) ^ N = exp G := by
    rw [← Matrix.exp_nsmul, ← Nat.cast_smul_eq_nsmul ℝ, smul_smul,
      mul_inv_cancel₀ hpos.ne', one_smul]
  have hM : Real.exp ((‖G‖ + 1) / N) ^ N = Real.exp (‖G‖ + 1) := by
    rw [← Real.exp_nat_mul]
    congr 1
    field_simp
  have key := norm_pow_sub_pow_le (Real.one_le_exp (by positivity))
    (bound _ h1) (bound _ h2) N
  rw [hpow, hM] at key
  refine key.trans (le_of_eq ?_)
  rw [← smul_sub, sub_sub_sub_cancel_right, norm_smul, Real.norm_of_nonneg hpos.le]
  ring
```

## Ordinary and symmetric slices

For each splitting it remains to check the value and the derivative at zero. `fun_mul` is the product rule, and `congr_deriv` brings the derivative to the form $A+B$.

```lean
/-- Lie product formula for matrices: `(exp (A/N) exp (B/N))^N` tends to `exp (A + B)`. -/
theorem lie_trotter (A B : Matrix n n ℂ) :
    Tendsto (fun N : ℕ => slice A B (N : ℝ)⁻¹ ^ N) atTop (𝓝 (exp (A + B))) := by
  refine consistent_slicing_tendsto (by simp [slice]) ?_
  exact ((hasDerivAt_exp_smul_const A (0 : ℝ)).fun_mul
    (hasDerivAt_exp_smul_const B (0 : ℝ))).congr_deriv (by simp)
```

The theorem is stated for matrices. Since the estimate uses $\|G\|$, the argument would carry over to bounded operators, but it does not reach the Laplacian on continuous space, which is unbounded. Trotter's name, which appears in the Lean identifier, is associated with product formulas for unbounded operators.

In the symmetric case, `module` adds the two halves of $B$. The theorem gives the same limit and does not compare the speeds of the two schemes.

```lean
/-- The symmetric slices, with the potential phase split in two halves, have the same
limit `exp (A + B)`. -/
theorem symmetric_slicing_tendsto (A B : Matrix n n ℂ) :
    Tendsto (fun N : ℕ => symmetricSlice A B (N : ℝ)⁻¹ ^ N) atTop (𝓝 (exp (A + B))) := by
  refine consistent_slicing_tendsto (by simp [symmetricSlice]) ?_
  have hB := hasDerivAt_exp_smul_const ((1 / 2 : ℝ) • B) (0 : ℝ)
  refine ((hB.fun_mul (hasDerivAt_exp_smul_const A (0 : ℝ))).fun_mul hB).congr_deriv ?_
  simp only [zero_smul, NormedSpace.exp_zero, one_mul, mul_one]
  module
```

## Commuting generators and conserved intensity

If $AB=BA$, then $e^{A/N}e^{B/N}=e^{(A+B)/N}$, and the $N$-th power is exactly $e^{A+B}$. The value $N=0$ is excluded because the zeroth power is $1$. The two-beam example shows what commutation contributes: at $N=1$ its product has upper left entry $2$ instead of $\cosh1$.

```lean
/-- If `A` and `B` commute, the scheme is exact for every number `N ≥ 1` of slices. -/
theorem slice_pow_of_commute {A B : Matrix n n ℂ} (h : Commute A B) {N : ℕ} (hN : N ≠ 0) :
    slice A B (N : ℝ)⁻¹ ^ N = exp (A + B) := by
  have hN' : (N : ℝ) ≠ 0 := by exact_mod_cast hN
  rw [slice, ← Matrix.exp_add_of_commute _ _ ((h.smul_left _).smul_right _), ← smul_add,
    ← Matrix.exp_nsmul, ← Nat.cast_smul_eq_nsmul ℝ, smul_smul, mul_inv_cancel₀ hN', one_smul]
```

For real $V$ and a Hermitian discretisation of the Laplacian, $A$ and $B$ are anti-Hermitian, $A^\dagger=-A$ and $B^\dagger=-B$. With $S=e^{hA}e^{hB}$,

$$S^\dagger S=e^{-hB}e^{-hA}e^{hA}e^{hB}=1,$$

so each slice conserves the total intensity. The statement `key` does this for one exponential, and the last rewriting cancels the inner pair and then the outer one. Convergence itself does not need this hypothesis, so an absorptive potential is allowed there.

```lean
/-- For anti-Hermitian `A` and `B` every slice is unitary. -/
theorem slice_unitary {A B : Matrix n n ℂ} (hA : Aᴴ = -A) (hB : Bᴴ = -B) (h : ℝ) :
    (slice A B h)ᴴ * slice A B h = 1 := by
  have key : ∀ X : Matrix n n ℂ, Xᴴ = -X → (exp (h • X))ᴴ * exp (h • X) = 1 := by
    intro X hX
    have hc : (h • X)ᴴ = -(h • X) := by
      rw [Matrix.conjTranspose_smul, hX, star_trivial, smul_neg]
    rw [← Matrix.exp_conjTranspose, hc,
      ← Matrix.exp_add_of_commute _ _ (Commute.refl (h • X)).neg_left, neg_add_cancel,
      NormedSpace.exp_zero]
  rw [slice, Matrix.conjTranspose_mul, mul_assoc, ← mul_assoc (exp (h • A))ᴴ, key A hA,
    one_mul, key B hB]
```

## Convergence to the solution of the wave equation

The derivative of $W(z)\varphi(z)$ is $W'\varphi+W\varphi'$. The proof takes it entry by entry, applying the ordinary product rule to each term of $\sum_j W_{ij}\varphi_j$.

```lean
omit [DecidableEq n] in
/-- Product rule for a depth-dependent matrix acting on a depth-dependent wave. -/
theorem hasDerivAt_mulVec {W : ℝ → Matrix n n ℂ} {W' : Matrix n n ℂ} {φ : ℝ → n → ℂ}
    {φ' : n → ℂ} {z : ℝ} (hW : HasDerivAt W W' z) (hφ : HasDerivAt φ φ' z) :
    HasDerivAt (fun s => W s *ᵥ φ s) (W' *ᵥ φ z + W z *ᵥ φ') z := by
  rw [hasDerivAt_pi]
  intro i
  have hWij : ∀ j, HasDerivAt (fun s => W s i j) (W' i j) z := fun j =>
    (LinearMap.toContinuousLinearMap
      (Matrix.entryLinearMap ℝ ℂ i j)).hasFDerivAt.comp_hasDerivAt z hW
  have hsum := HasDerivAt.fun_sum (u := Finset.univ)
    (fun j _ => (hWij j).fun_mul (hasDerivAt_pi.1 hφ j))
  exact hsum.congr_deriv (by simp [Matrix.mulVec, dotProduct, Finset.sum_add_distrib])
```

With a constant vector $\psi$, this rule shows that $e^{zH}\psi$ solves $\varphi'=H\varphi$. Its value at $z=0$ is $\psi$, so every entrance wave has a solution to which the final theorem applies.

```lean
/-- For every vector `ψ`, the wave `exp (z H) ψ` solves `φ' = H φ`. -/
theorem exp_solves_wave_equation (H : Matrix n n ℂ) (ψ : n → ℂ) (z : ℝ) :
    HasDerivAt (fun s : ℝ => exp (s • H) *ᵥ ψ) (H *ᵥ (exp (z • H) *ᵥ ψ)) z :=
  (hasDerivAt_mulVec (hasDerivAt_exp_smul_const' H z) (hasDerivAt_const z ψ)).congr_deriv
    (by
      simp [Matrix.mulVec_mulVec]
      rfl)
```

The final theorem assumes that `φ` satisfies the wave equation at every real depth. Its conclusion holds for each fixed real `z`, with slices of thickness `z / N`. The potential must not vary with depth, the grid stays fixed, and no rate of convergence is given.

In the proof, `hd` is the vanishing derivative of $e^{-zH}\varphi(z)$, `hc` compares its values at $z$ and at $0$, and `hsol` solves for $\varphi(z)$. Applying a matrix to the fixed vector $\varphi(0)$ is continuous, so the limit from `lie_trotter` for $zA$ and $zB$ carries over to the wave.

```lean
/-- Convergence of the multislice scheme: if `φ` solves `φ' = (A + B) φ`, then `N` slices of
thickness `z/N` applied to the entrance wave `φ 0` tend to the wave `φ z` at depth `z`. -/
theorem multislice_tendsto_wave (A B : Matrix n n ℂ) (φ : ℝ → n → ℂ)
    (hφ : ∀ z, HasDerivAt φ ((A + B) *ᵥ φ z) z) (z : ℝ) :
    Tendsto (fun N : ℕ => (slice A B (z / N) ^ N) *ᵥ φ 0) atTop (𝓝 (φ z)) := by
  -- undoing the exact propagation gives a wave that does not depend on depth
  have hd : ∀ s : ℝ, HasDerivAt (fun s : ℝ => exp (s • (-(A + B))) *ᵥ φ s) 0 s := fun s =>
    (hasDerivAt_mulVec (hasDerivAt_exp_smul_const (-(A + B)) s) (hφ s)).congr_deriv (by
      rw [Matrix.mulVec_mulVec, ← Matrix.add_mulVec, mul_neg, neg_add_cancel,
        Matrix.zero_mulVec])
  have hc : exp (z • (-(A + B))) *ᵥ φ z = φ 0 := by
    have h := is_const_of_deriv_eq_zero (fun s => (hd s).differentiableAt)
      (fun s => (hd s).deriv) z 0
    simpa only [zero_smul, NormedSpace.exp_zero, Matrix.one_mulVec] using h
  have hsol : exp (z • A + z • B) *ᵥ φ 0 = φ z := by
    rw [← hc, Matrix.mulVec_mulVec, ← smul_add, smul_neg,
      ← Matrix.exp_add_of_commute _ _ (Commute.refl (z • (A + B))).neg_right,
      add_neg_cancel, NormedSpace.exp_zero, Matrix.one_mulVec]
  have hcont : Continuous (fun M : Matrix n n ℂ => M *ᵥ φ 0) :=
    Continuous.matrix_mulVec continuous_id continuous_const
  have hlim := (hcont.tendsto _).comp (lie_trotter (z • A) (z • B))
  rw [hsol] at hlim
  refine hlim.congr (fun N => ?_)
  simp only [Function.comp_apply, slice, smul_smul, div_eq_mul_inv, mul_comm z]

end

end MultisliceConvergence
```

```lean
#print axioms MultisliceConvergence.slice_pow_of_commute
#print axioms MultisliceConvergence.slice_unitary
#print axioms MultisliceConvergence.exp_solves_wave_equation
#print axioms MultisliceConvergence.multislice_tendsto_wave
```

```
'MultisliceConvergence.slice_pow_of_commute' depends on axioms: [propext, Classical.choice, Quot.sound]
'MultisliceConvergence.slice_unitary' depends on axioms: [propext, Classical.choice, Quot.sound]
'MultisliceConvergence.exp_solves_wave_equation' depends on axioms: [propext, Classical.choice, Quot.sound]
'MultisliceConvergence.multislice_tendsto_wave' depends on axioms: [propext, Classical.choice, Quot.sound]
```
